# Equal bonds are not an energy minimum in the dimerised tight-binding model of a half-filled ring with 4n sites

A half-filled ring with equal bonds and a number of sites divisible by four has two degenerate levels at zero energy. Alternating the bond strengths splits them, and the electrons gain energy by filling the lower one. The same distortion strains the lattice. Can a stiff enough lattice keep the bonds equal, and if not, how large must the alternation be?

## The minimum alternation set by hopping and stiffness

Take a ring of $2M$ sites with alternating hoppings $t(1+d)$ and $t(1-d)$, where $t>0$ is the mean hopping and the real number $d$ measures the alternation. The electrons do not interact, and the lower level at each wave number is doubly occupied. The energy is

$$E(d)=-4t\sum_{j=0}^{M-1} w(d,k_j)+Kd^2,\qquad w(d,k)=\sqrt{\cos^2k+d^2\sin^2k},\qquad k_j=\frac{\pi j}{M}.$$

The constant $K$ stands for the harmonic stiffness of the whole ring against alternation, from everything except the electrons treated here. For even $M>0$:

- $d=0$ is not a local minimum, for any real $K$.
- If $K>0$, a global minimiser exists, and every global minimiser satisfies $|d|\ge 2t/K$.
- For the four-site ring, $M=2$ and $K>0$, the global minimisers are exactly the $d$ with $|d|=2t/K$.

This is the Hückel picture of bond alternation in planar $4n$-annulenes such as cyclobutadiene, with a single distortion coordinate and no electron repulsion.

## A finite-difference force of zero at equal bonds

A gradient-based geometry optimiser for this model relies on the computed force to leave a bad starting point. Since $E(d)=E(-d)$, a central difference at $d=0$ returns zero, and a gradient method started there can stop at once. The first claim says that such a result is not a minimum. The second gives a check on a converged global search: any reported $|d|$ below $2t/K$ is wrong, up to the tolerance of the search.

The same symmetry can mislead the derivation. Evenness gives $E'(0)=0$ only if the derivative exists, and here it does not: the slope is $-4t$ on the right and $+4t$ on the left.

## The degenerate pair at zero energy produces a cusp

**Levels.** With Bloch phase $2k$, the coupling between the two sites of a cell is $h=t(1+d)+t(1-d)e^{2ik}$. Then

$$\begin{aligned}|h|^2&=t^2\left[(1+d)^2+(1-d)^2+2(1-d^2)\cos 2k\right]\\&=2t^2\left[(1+\cos 2k)+d^2(1-\cos 2k)\right]=4t^2w(d,k)^2.\end{aligned}$$

The two-by-two Bloch matrix has zero diagonal, so its characteristic polynomial is $x^2-|h|^2$ and its levels are $\pm2t\,w(d,k)$. Two electrons in each lower level give the electronic part of $E$.

**Comparison.** For even $M$ the grid contains $j=M/2$, where $k_j=\pi/2$ and $w=|d|$. Every other $w(d,k_j)$ is non-decreasing in $|d|$. Hence, for $|a|\le|b|$,

$$E(b)-E(a)\le (Kb^2-4t|b|)-(Ka^2-4t|a|).$$

**Equal bonds.** Put $a=0$ and $b>0$. The right side is $b(Kb-4t)$, which is negative for all sufficiently small $b$. Lower energies therefore lie arbitrarily close to $d=0$.

**Lower bound.** Let $K>0$ and $r=2t/K$, and suppose that $|d|<r$. Put $a=d$, $b=r$ and use $2t=Kr$:

$$E(r)-E(d)\le Kr^2-2Kr^2-Kd^2+2Kr|d|=-K(r-|d|)^2<0.$$

So $d$ is not a global minimiser.

**Existence.** Since $\cos^2k+x^2\sin^2k\le(|\cos k|+|x|)^2$, we have $w(x,k)\le w(0,k)+|x|$. Summing over the levels gives

$$E(x)\ge E(0)-4tM|x|+Kx^2,$$

so $E(x)\ge E(0)$ once $|x|\ge R=4tM/K$. The continuous function $E$ attains a minimum on $[-R,R]$. Its value there is at most $E(0)$, so it is also a minimum over all real $x$.

**Four sites.** For $M=2$ the two values of $w$ are $1$ and $|d|$, and

$$E(d)=-4t(1+|d|)+Kd^2=K(|d|-r)^2-4t-Kr^2.$$

The square vanishes exactly when $|d|=r$.

As a numerical instance, take $t=1$ and $K=8$, so that $r=0.25$. The hoppings are $1.25$ and $0.75$, and the levels are $\pm2$ and $\pm0.5$. Four electrons contribute $2(-2-0.5)=-5$, and the elastic energy is $8\cdot0.0625=0.5$. The total is $-4.5$, compared with $-4$ for equal bonds.

## The ring energy and its minimisers in Lean

```lean
import Mathlib

open Finset

namespace PeierlsEvenRing

noncomputable section

/-- Hopping amplitude between the two sites of a cell in the Bloch basis with phase `2k`,
for alternating bonds `t(1+d)` and `t(1-d)`; it equals `t(1+d) + t(1-d) exp(2ik)`. -/
def blochHop (t d k : ℝ) : ℂ :=
  ⟨t * (1 + d) + t * (1 - d) * Real.cos (2 * k), t * (1 - d) * Real.sin (2 * k)⟩

/-- Bloch Hamiltonian of the ring with alternating bonds, a two-by-two Hermitian matrix. -/
def blochH (t d k : ℝ) : Matrix (Fin 2) (Fin 2) ℂ :=
  !![0, blochHop t d k; star (blochHop t d k), 0]

/-- Dimensionless band function `sqrt(cos² k + d² sin² k)`. -/
def band (d k : ℝ) : ℝ :=
  Real.sqrt (Real.cos k ^ 2 + d ^ 2 * Real.sin k ^ 2)

/-- Energy of a half-filled ring of `2M` sites with bond alternation `d`: doubly occupied levels
`-2t band(d, πj/M)` for `j < M`, plus the elastic energy `K d²`. The domain is `M > 0` and `t > 0`.
-/
def ringEnergy (M : ℕ) (t K d : ℝ) : ℝ :=
  -4 * t * ∑ j ∈ range M, band d (Real.pi * j / M) + K * d ^ 2

/-- The characteristic polynomial of the Bloch Hamiltonian is `x² - (2t band(d,k))²`. -/
theorem bloch_levels (t d k : ℝ) (x : ℂ) :
    (x • (1 : Matrix (Fin 2) (Fin 2) ℂ) - blochH t d k).det
      = x ^ 2 - ((2 * t * band d k : ℝ) : ℂ) ^ 2 := by
  have hn : Complex.normSq (blochHop t d k) = (2 * t * band d k) ^ 2 := by
    have hb : band d k ^ 2 = Real.cos k ^ 2 + d ^ 2 * Real.sin k ^ 2 :=
      Real.sq_sqrt (by positivity)
    rw [mul_pow, hb, blochHop, Complex.normSq_mk]
    linear_combination t ^ 2 * (1 - d) ^ 2 * Real.sin_sq_add_cos_sq (2 * k)
      + 2 * t ^ 2 * (1 - d ^ 2) * Real.cos_two_mul k
      - 4 * t ^ 2 * d ^ 2 * Real.sin_sq_add_cos_sq k
  have hm : blochHop t d k * star (blochHop t d k)
      = ((2 * t * band d k : ℝ) : ℂ) ^ 2 := by
    rw [← Complex.ofReal_pow, ← hn]
    exact Complex.mul_conj _
  rw [← hm, Matrix.det_fin_two]
  simp [blochH]
  ring

/-- The band function does not decrease when the size of the bond alternation grows. -/
theorem band_mono {a b : ℝ} (h : |a| ≤ |b|) (k : ℝ) : band a k ≤ band b k := by
  apply Real.sqrt_le_sqrt
  have := mul_le_mul_of_nonneg_right (sq_le_sq.mpr h) (sq_nonneg (Real.sin k))
  linarith

/-- Bond alternation `d` raises the band function by at most `|d|`. -/
theorem band_le (d k : ℝ) : band d k ≤ band 0 k + |d| := by
  have h0 : band 0 k = |Real.cos k| := by simp [band, Real.sqrt_sq_eq_abs]
  rw [h0]
  refine Real.sqrt_le_iff.mpr ⟨by positivity, ?_⟩
  rw [Real.sin_sq]
  have h1 : 0 ≤ |Real.cos k| * |d| := by positivity
  have h2 : 0 ≤ d ^ 2 * Real.cos k ^ 2 := by positivity
  nlinarith [sq_abs (Real.cos k), sq_abs d]

/-- For even `M > 0` and `t > 0`, going from alternation `a` to `b` with `|a| ≤ |b|` changes
the ring energy by at most the change of `K d² - 4t|d|`. -/
theorem energy_comparison {M : ℕ} (hM : Even M) (hpos : 0 < M) {t : ℝ} (ht : 0 < t)
    (K : ℝ) {a b : ℝ} (h : |a| ≤ |b|) :
    ringEnergy M t K b ≤ ringEnergy M t K a
      + (K * b ^ 2 - 4 * t * |b|) - (K * a ^ 2 - 4 * t * |a|) := by
  obtain ⟨m, rfl⟩ := hM
  have hm : m ∈ range (m + m) := mem_range.mpr (by omega)
  have hm0 : (m : ℝ) ≠ 0 := by
    have : m ≠ 0 := by omega
    exact_mod_cast this
  -- at wave number `π/2` the band function equals `|d|`
  have hk : Real.pi * (m : ℝ) / ((m + m : ℕ) : ℝ) = Real.pi / 2 := by
    push_cast
    rw [← two_mul]
    field_simp
  have hmid : ∀ d : ℝ, band d (Real.pi * (m : ℝ) / ((m + m : ℕ) : ℝ)) = |d| := by
    intro d
    rw [hk]
    simp [band, Real.sqrt_sq_eq_abs]
  have hsplit : ∀ d : ℝ, ∑ j ∈ range (m + m), band d (Real.pi * j / ((m + m : ℕ) : ℝ))
      = |d| + ∑ j ∈ (range (m + m)).erase m,
          band d (Real.pi * j / ((m + m : ℕ) : ℝ)) := by
    intro d
    rw [← Finset.add_sum_erase _ _ hm, hmid]
  -- the sum of the other terms does not decrease from `a` to `b`
  have hrest : ∑ j ∈ (range (m + m)).erase m, band a (Real.pi * j / ((m + m : ℕ) : ℝ))
      ≤ ∑ j ∈ (range (m + m)).erase m, band b (Real.pi * j / ((m + m : ℕ) : ℝ)) :=
    Finset.sum_le_sum fun j _ => band_mono h _
  have := mul_le_mul_of_nonneg_left hrest ht.le
  unfold ringEnergy
  rw [hsplit a, hsplit b]
  linarith

/-- For even `M > 0` and `t > 0`, the ring of `2M` sites with equal bonds is not a local
minimum of the energy, whatever the elastic constant `K`. -/
theorem equal_bonds_not_localMin {M : ℕ} (hM : Even M) (hpos : 0 < M) {t : ℝ}
    (ht : 0 < t) (K : ℝ) : ¬ IsLocalMin (ringEnergy M t K) 0 := by
  intro hmin
  obtain ⟨ε, hε, hball⟩ := Metric.eventually_nhds_iff.mp hmin
  -- a distortion so small that the cusp beats the elastic energy
  have hK : 0 < |K| + 1 := by positivity
  obtain ⟨b, hb, hbε, hbK⟩ : ∃ b : ℝ, 0 < b ∧ b < ε ∧ b * (|K| + 1) ≤ t := by
    refine ⟨min (ε / 2) (t / (|K| + 1)), lt_min (by positivity) (by positivity), ?_, ?_⟩
    · exact lt_of_le_of_lt (min_le_left _ _) (by linarith)
    · exact (le_div_iff₀ hK).mp (min_le_right _ _)
  have h1 : ringEnergy M t K 0 ≤ ringEnergy M t K b :=
    hball (by rw [Real.dist_eq, sub_zero, abs_of_pos hb]; exact hbε)
  have h2 := energy_comparison hM hpos ht K (a := 0) (b := b) (by simp)
  rw [abs_of_pos hb, abs_zero] at h2
  have h3 : K * b ^ 2 ≤ |K| * b ^ 2 :=
    mul_le_mul_of_nonneg_right (le_abs_self K) (sq_nonneg b)
  have h4 := mul_le_mul_of_nonneg_left hbK hb.le
  have h5 : 0 < t * b := mul_pos ht hb
  nlinarith [sq_nonneg b]

/-- For even `M > 0` and `t, K > 0`, every global minimiser of the ring energy has bond
alternation of size at least `2t/K`. -/
theorem minimiser_bound {M : ℕ} (hM : Even M) (hpos : 0 < M) {t K : ℝ} (ht : 0 < t)
    (hK : 0 < K) {d : ℝ} (hd : ∀ x, ringEnergy M t K d ≤ ringEnergy M t K x) :
    2 * t / K ≤ |d| := by
  by_contra hlt
  obtain ⟨r, hr⟩ : ∃ r, r = 2 * t / K := ⟨_, rfl⟩
  rw [← hr, not_le] at hlt
  have hKr : K * r = 2 * t := by rw [hr]; field_simp
  have hr0 : 0 < r := by rw [hr]; positivity
  have h1 := energy_comparison hM hpos ht K (a := d) (b := r)
    (by rw [abs_of_pos hr0]; exact hlt.le)
  rw [abs_of_pos hr0] at h1
  -- complete the square
  have h2 : (K * r ^ 2 - 4 * t * r) - (K * d ^ 2 - 4 * t * |d|) = -(K * (r - |d|) ^ 2) := by
    linear_combination (2 * r - 2 * |d|) * hKr + K * sq_abs d
  have h3 : 0 < K * (r - |d|) ^ 2 := mul_pos hK (pow_pos (sub_pos.mpr hlt) 2)
  linarith [hd r]

/-- For `t, K > 0` the ring energy attains its global minimum at some bond alternation. -/
theorem exists_minimiser (M : ℕ) {t K : ℝ} (ht : 0 < t) (hK : 0 < K) :
    ∃ d, ∀ x, ringEnergy M t K d ≤ ringEnergy M t K x := by
  have hc : Continuous (ringEnergy M t K) := by
    unfold ringEnergy band
    fun_prop
  have hR : 0 ≤ 4 * t * M / K := by positivity
  have h0 : (0 : ℝ) ∈ Set.Icc (-(4 * t * M / K)) (4 * t * M / K) := ⟨by linarith, hR⟩
  obtain ⟨d, _, hd⟩ := isCompact_Icc.exists_isMinOn ⟨0, h0⟩ hc.continuousOn
  refine ⟨d, fun x => ?_⟩
  by_cases hx : |x| ≤ 4 * t * M / K
  · exact hd (abs_le.mp hx)
  -- far out, the elastic energy exceeds the electronic gain
  · have h1 : 4 * t * M < |x| * K := (div_lt_iff₀ hK).mp (not_le.mp hx)
    have h2 := mul_le_mul_of_nonneg_right h1.le (abs_nonneg x)
    have h3 : |x| * K * |x| = K * x ^ 2 := by linear_combination K * sq_abs x
    have hs : ∑ j ∈ range M, band x (Real.pi * j / M)
        ≤ ∑ j ∈ range M, band 0 (Real.pi * j / M) + M * |x| := by
      calc _ ≤ ∑ j ∈ range M, (band 0 (Real.pi * j / M) + |x|) :=
            Finset.sum_le_sum fun j _ => band_le x _
        _ = _ := by rw [Finset.sum_add_distrib, sum_const, card_range, nsmul_eq_mul]
    have h4 := mul_le_mul_of_nonneg_left hs ht.le
    have h5 : ringEnergy M t K 0 ≤ ringEnergy M t K x := by
      unfold ringEnergy
      nlinarith
    exact le_trans (hd h0) h5

/-- For the four-site ring with `t, K > 0`, the global minimisers of the energy are exactly
the bond alternations with `|d| = 2t/K`. -/
theorem four_ring_minimisers {t K : ℝ} (ht : 0 < t) (hK : 0 < K) (d : ℝ) :
    (∀ x, ringEnergy 2 t K d ≤ ringEnergy 2 t K x) ↔ |d| = 2 * t / K := by
  obtain ⟨r, hr⟩ : ∃ r, r = 2 * t / K := ⟨_, rfl⟩
  have hKr : K * r = 2 * t := by rw [hr]; field_simp
  have hr0 : 0 < r := by rw [hr]; positivity
  have hE : ∀ x, ringEnergy 2 t K x = K * (|x| - r) ^ 2 - 4 * t - K * r ^ 2 := by
    intro x
    have h : ringEnergy 2 t K x = -4 * t * (1 + |x|) + K * x ^ 2 := by
      simp [ringEnergy, band, Finset.sum_range_succ, Real.sqrt_sq_eq_abs]
    rw [h]
    linear_combination 2 * |x| * hKr - K * sq_abs x
  rw [← hr]
  constructor
  · intro h
    have h1 := h r
    rw [hE, hE, abs_of_pos hr0, sub_self] at h1
    have h2 : (|d| - r) ^ 2 = 0 := by
      by_contra hne
      have h3 : 0 < (|d| - r) ^ 2 := lt_of_le_of_ne (sq_nonneg _) (Ne.symm hne)
      have h4 := mul_pos hK h3
      linarith
    exact sub_eq_zero.mp (pow_eq_zero_iff (two_ne_zero) |>.mp h2)
  · intro h x
    rw [hE, hE, h, sub_self]
    have := mul_nonneg hK.le (sq_nonneg (|x| - r))
    linarith

end

end PeierlsEvenRing
```

```lean
#print axioms PeierlsEvenRing.equal_bonds_not_localMin
#print axioms PeierlsEvenRing.minimiser_bound
#print axioms PeierlsEvenRing.exists_minimiser
#print axioms PeierlsEvenRing.four_ring_minimisers
```

```
'PeierlsEvenRing.equal_bonds_not_localMin' depends on axioms: [propext, Classical.choice, Quot.sound]
'PeierlsEvenRing.minimiser_bound' depends on axioms: [propext, Classical.choice, Quot.sound]
'PeierlsEvenRing.exists_minimiser' depends on axioms: [propext, Classical.choice, Quot.sound]
'PeierlsEvenRing.four_ring_minimisers' depends on axioms: [propext, Classical.choice, Quot.sound]
```

## From the Lean statements to the ring

`blochHop` is the coupling $h$, `blochH` the Bloch matrix, `band` the function $w$, and `ringEnergy M t K d` the energy $E(d)$. `M` is a natural number counting two-site cells; `t`, `K` and `d` are real.

In `equal_bonds_not_localMin`, the hypotheses `Even M` and `0 < M` select rings of 4, 8, 12, … sites. `IsLocalMin` uses a non-strict inequality, so its negation says that every neighbourhood of zero contains a strictly lower energy. Global minimality in `minimiser_bound` and `four_ring_minimisers` is written out as an inequality against every real `x`. `exists_minimiser` needs no parity condition.

The proofs follow the derivation closely:

- `bloch_levels` proves the characteristic polynomial. Its `linear_combination` step supplies the trigonometric identities used to simplify $|h|^2$.
- `band_mono` and `band_le` are the monotonicity of $w$ and its linear upper bound.
- `energy_comparison` writes $M=m+m$, separates the term $j=m$ with `Finset.add_sum_erase`, and compares the remaining terms with `Finset.sum_le_sum`.
- `equal_bonds_not_localMin` takes the radius `ε` of a supposed neighbourhood of minimality and picks a positive `b` below it with $b(|K|+1)\le t$. The comparison then contradicts minimality.
- `minimiser_bound` assumes $|d|<r$ and completes the square in `h2`.
- `exists_minimiser` applies `isCompact_Icc.exists_isMinOn` on $[-R,R]$ and treats larger $|x|$ with `band_le`.
- `four_ring_minimisers` establishes the explicit square as `hE` and reads off both directions.

## Where the guarantee ends

The theorems concern the function `ringEnergy`. The file verifies the levels of each Bloch matrix, but the reduction of the full $2M$-site Hamiltonian to these matrices, and the filling, enter through the definition of the energy. Filling matters in practice: if a code spreads the occupation equally over the two levels $\pm2t|d|$, their contributions cancel and the cusp disappears.

Parity matters too. For the six-site ring, $M=3$, the energy is $-4t(1+\sqrt{1+3d^2})+Kd^2$. Since $\sqrt{1+3d^2}\le1+\tfrac32d^2$, the point $d=0$ is a minimum whenever $K\ge6t$: here a stiff enough lattice does keep the bonds equal.

The model allows every real $d$. When $0<K<2t$ the bound forces $|d|>1$, where one hopping has changed sign and the linear dependence on distortion is hard to defend physically. Electron repulsion, other distortions and anharmonic elasticity are absent.

Peierls's instability of the infinite chain has a different origin: there, many levels near the gap together produce a logarithmic term that beats the elastic energy. Here a single degenerate pair in a finite ring gives a gain linear in $|d|$. If the stiffness per bond is fixed, $K$ grows in proportion to $M$ and the bound $2t/K$ shrinks as $1/M$, so it says little about the alternation of a long ring.
